# A lower bound on the energy of one state coupled to finitely many states above a gap

Let a reference state of energy $a$ be coupled to finitely many outer states by matrix elements $b_i$, where the reference and the outer states together form an orthonormal set. If the outer states, taken among themselves, have no level below $a+g$ with $g>0$, then the coupling cannot push any energy of the whole system below

$$a-\frac{\lVert b\rVert^2}{g},\qquad \lVert b\rVert^2=\sum_i|b_i|^2 .$$

The coupling need not be weak. When the outer block is diagonal with entries $E_i$, second-order perturbation theory lowers the reference energy by $\sum_i|b_i|^2/(E_i-a)$, and $\lVert b\rVert^2/g$ is this sum with every denominator replaced by its smallest allowed value $g$. In a configuration-interaction calculation in a finite basis, the bound limits what a single reference configuration can gain by mixing with the others, provided that a lower bound on the outer block is known and lies above the reference energy.

With $P$ the projector on the reference state and $Q=1-P$, the number $a$ represents $PHP$, the column $b$ represents $QHP$, and the matrix $D$ represents $QHQ$:

$$H=\begin{pmatrix}a&b^\dagger\\ b&D\end{pmatrix}.$$

The gap $g$ is measured from $a$ to a lower bound on the levels of $D$. It is not the gap between two eigenvalues of $H$.

## The block Hamiltonian and its trial vectors

The outer states are labelled by a finite type `n`.

```lean
import Mathlib

open Matrix
open scoped ComplexOrder

namespace SecondOrderLowering

noncomputable section

variable {n : Type*} [Fintype n] [DecidableEq n]
```

The squared norm is the sum of squared moduli. It gets its own definition because Mathlib's default norm on functions `n → ℂ` is the largest modulus.

```lean
/-- The squared norm `‖y‖²` of a complex vector. -/
def sqNorm (y : n → ℂ) : ℝ := ∑ i, ‖y i‖ ^ 2
```

The Hamiltonian acts on `Unit ⊕ n`: one reference label together with the outer labels. The type of `a` makes the reference energy real, and the upper right block is built as the conjugate of `b`. Nothing is required of `D` yet.

```lean
/-- The block matrix `[[a, b*], [b, D]]`: a reference state of energy `a`, coupled by the
column `b` to an outer space with block `D`. -/
def blockH (a : ℝ) (b : n → ℂ) (D : Matrix n n ℂ) : Matrix (Unit ⊕ n) (Unit ⊕ n) ℂ :=
  fromBlocks (of fun _ _ => (a : ℂ)) (of fun _ j => star (b j)) (of fun i _ => b i) D
```

A trial vector $x=(c,y)$ has amplitude $c$ on the reference state and components $y_i$ on the outer states. It is not normalised.

```lean
/-- The trial vector with amplitude `c` on the reference state and outer part `y`. -/
def trial (c : ℂ) (y : n → ℂ) : Unit ⊕ n → ℂ := Sum.elim (fun _ => c) y
```

## The energy of a trial vector

In Lean, `star y ⬝ᵥ y` is $y^\dagger y=\sum_i\bar y_i y_i$. Each term equals $|y_i|^2$, so the sum is $\lVert y\rVert^2$.

```lean
omit [DecidableEq n] in
/-- The inner product of a vector with itself is its squared norm. -/
theorem star_dotProduct_self (y : n → ℂ) : star y ⬝ᵥ y = (sqNorm y : ℂ) := by
  unfold sqNorm dotProduct
  rw [Complex.ofReal_sum]
  refine Finset.sum_congr rfl fun i _ => ?_
  have h := Complex.mul_conj (y i)
  rw [Complex.normSq_eq_norm_sq] at h
  exact (mul_comm _ _).trans h
```

Multiplying out the blocks gives

$$x^\dagger Hx=\bar c\,(ac+b^\dagger y)+\sum_i\bar y_i\bigl(b_ic+(Dy)_i\bigr)
=a|c|^2+\bar c\,b^\dagger y+c\,\overline{b^\dagger y}+y^\dagger Dy .$$

The two coupling terms are complex conjugates, so they add up to $2\,\mathrm{Re}(\bar c\,b^\dagger y)$. In the proof, `h1` is the block multiplication, `h2` separates the outer sum, and `hz` combines the conjugate pair. The expectation value in the normalised state is this expression divided by $|c|^2+\lVert y\rVert^2$, for $x\neq0$.

```lean
omit [DecidableEq n] in
/-- For the block matrix `H` and a trial vector `x`, which need not be normalised, the number `x†Hx`
is the reference energy term, plus twice the real part of the coupling term, plus the outer-space
term. -/
theorem expectation (a : ℝ) (b : n → ℂ) (D : Matrix n n ℂ) (c : ℂ) (y : n → ℂ) :
    star (trial c y) ⬝ᵥ (blockH a b D *ᵥ trial c y) =
      ((a * ‖c‖ ^ 2 + 2 * (star c * (star b ⬝ᵥ y)).re : ℝ) : ℂ) + star y ⬝ᵥ (D *ᵥ y) := by
  have h1 : star (trial c y) ⬝ᵥ (blockH a b D *ᵥ trial c y) =
      star c * (a * c + star b ⬝ᵥ y) + ∑ i, star (y i) * (b i * c + (D *ᵥ y) i) := by
    simp [blockH, trial, dotProduct, Matrix.mulVec, Fintype.sum_sum_type]
  have h2 : ∑ i, star (y i) * (b i * c + (D *ᵥ y) i) =
      c * star (star b ⬝ᵥ y) + star y ⬝ᵥ (D *ᵥ y) := by
    simp only [dotProduct, star_sum, Finset.mul_sum, ← Finset.sum_add_distrib,
      Pi.star_apply, star_mul', star_star]
    exact Finset.sum_congr rfl fun i _ => by ring
  have hc : star c * c = ((‖c‖ ^ 2 : ℝ) : ℂ) := by
    have h := Complex.mul_conj c
    rw [Complex.normSq_eq_norm_sq] at h
    exact (mul_comm _ _).trans h
  -- the two coupling terms are complex conjugates of each other
  have hz : star c * (star b ⬝ᵥ y) + star (star c * (star b ⬝ᵥ y)) =
      ((2 * (star c * (star b ⬝ᵥ y)).re : ℝ) : ℂ) := Complex.add_conj _
  rw [h1, h2, Complex.ofReal_add, Complex.ofReal_mul a, ← hc, ← hz, star_mul', star_star]
  ring
```

## Bounding the coupling term

The triangle inequality followed by the Cauchy–Schwarz inequality for real sums gives

$$|b^\dagger y|^2\le\Bigl(\sum_i|b_i||y_i|\Bigr)^2\le\lVert b\rVert^2\lVert y\rVert^2 .$$

```lean
omit [DecidableEq n] in
/-- Cauchy–Schwarz inequality for the coupling between the reference and an outer vector. -/
theorem coupling_sq_le (b y : n → ℂ) : ‖star b ⬝ᵥ y‖ ^ 2 ≤ sqNorm b * sqNorm y := by
  have h1 : ‖star b ⬝ᵥ y‖ ≤ ∑ i, ‖b i‖ * ‖y i‖ := by
    unfold dotProduct
    refine (norm_sum_le _ _).trans (le_of_eq ?_)
    simp
  calc ‖star b ⬝ᵥ y‖ ^ 2 ≤ (∑ i, ‖b i‖ * ‖y i‖) ^ 2 := by gcongr
    _ ≤ sqNorm b * sqNorm y := Finset.sum_mul_sq_le_sq_mul_sq _ _ _
```

Now let the corner be $\alpha\ge0$, let the outer block satisfy $y^\dagger Dy\ge\kappa\lVert y\rVert^2$ with $\kappa\ge0$, and let $\lVert b\rVert^2\le\alpha\kappa$. Then

$$4|c|^2|b^\dagger y|^2\le4\,\alpha|c|^2\,\kappa\lVert y\rVert^2\le\bigl(\alpha|c|^2+\kappa\lVert y\rVert^2\bigr)^2,$$

where the last two expressions differ by the square $(\alpha|c|^2-\kappa\lVert y\rVert^2)^2$. Taking roots, $2|c||b^\dagger y|\le\alpha|c|^2+\kappa\lVert y\rVert^2$, and therefore

$$x^\dagger Hx\ge\alpha|c|^2-2|c||b^\dagger y|+\kappa\lVert y\rVert^2\ge0 .$$

`PosSemidef` means that a matrix is Hermitian and that $x^\dagger Mx\ge0$ for every $x$. The order on complex numbers used here makes $0\le z$ say that $z$ is real and non-negative. Hermiticity of $D$ is not a separate hypothesis: $D-\kappa$ is Hermitian because it is positive semidefinite, and adding the real multiple $\kappa$ of the identity keeps it so. In the proof, `h2` is the inequality after taking roots, `hr` collects the real terms, and `h0` supplies $y^\dagger Dy-\kappa\lVert y\rVert^2\ge0$.

```lean
/-- If the outer block is bounded below by `κ ≥ 0`, the corner is `α ≥ 0` and `‖b‖² ≤ α κ`,
then the block matrix is positive semidefinite. -/
theorem posSemidef_of_coupling_le {α κ : ℝ} {b : n → ℂ} {D : Matrix n n ℂ}
    (hα : 0 ≤ α) (hκ : 0 ≤ κ) (hb : sqNorm b ≤ α * κ)
    (hD : (D - (κ : ℂ) • (1 : Matrix n n ℂ)).PosSemidef) : (blockH α b D).PosSemidef := by
  have hDh : D.IsHermitian := by
    have h1 : ((κ : ℂ) • (1 : Matrix n n ℂ)).IsHermitian := by
      simp [Matrix.IsHermitian, Matrix.conjTranspose_smul]
    have h2 := hD.isHermitian.add h1
    rwa [sub_add_cancel] at h2
  refine PosSemidef.of_dotProduct_mulVec_nonneg ?_ fun x => ?_
  · unfold blockH
    refine Matrix.IsHermitian.fromBlocks (Matrix.IsHermitian.ext fun i j => by simp) ?_ hDh
    ext i j
    simp
  have hx : x = trial (x (Sum.inl ())) (fun i => x (Sum.inr i)) := by
    funext i
    rcases i with ⟨⟩ | i <;> rfl
  rw [hx, expectation]
  generalize x (Sum.inl ()) = c
  generalize (fun i => x (Sum.inr i)) = y
  have h0 := hD.dotProduct_mulVec_nonneg y
  rw [Matrix.sub_mulVec, Matrix.smul_mulVec, Matrix.one_mulVec, dotProduct_sub,
    dotProduct_smul, star_dotProduct_self, smul_eq_mul] at h0
  have hN : 0 ≤ sqNorm y := Finset.sum_nonneg fun i _ => sq_nonneg _
  have hw : ‖star b ⬝ᵥ y‖ ^ 2 ≤ α * κ * sqNorm y :=
    (coupling_sq_le b y).trans (mul_le_mul_of_nonneg_right hb hN)
  -- the coupling term is dominated by the two diagonal terms
  have h2 : 2 * (‖c‖ * ‖star b ⬝ᵥ y‖) ≤ α * ‖c‖ ^ 2 + κ * sqNorm y := by
    refine (le_abs_self _).trans (abs_le_of_sq_le_sq ?_ (by positivity))
    nlinarith [mul_le_mul_of_nonneg_left hw (sq_nonneg ‖c‖),
      sq_nonneg (α * ‖c‖ ^ 2 - κ * sqNorm y)]
  have h3 := (abs_le.1 (Complex.abs_re_le_norm (star c * (star b ⬝ᵥ y)))).1
  rw [norm_mul, norm_star] at h3
  have hr : 0 ≤ α * ‖c‖ ^ 2 + 2 * (star c * (star b ⬝ᵥ y)).re + κ * sqNorm y := by linarith
  have h := add_nonneg (Complex.zero_le_real.2 hr) h0
  convert h using 1
  rw [Complex.ofReal_add _ (κ * sqNorm y), Complex.ofReal_mul κ]
  ring
```

## Moving the zero of energy

Subtracting a real energy $s$ from $H$ changes only the diagonal blocks: $a$ becomes $a-s$, and $D$ becomes $D-s$. The coupling stays as it was.

```lean
omit [Fintype n] in
/-- Shifting the zero of energy by `s` shifts the reference energy and the outer block. -/
theorem blockH_sub (a s : ℝ) (b : n → ℂ) (D : Matrix n n ℂ) :
    blockH a b D - (s : ℂ) • (1 : Matrix (Unit ⊕ n) (Unit ⊕ n) ℂ) =
      blockH (a - s) b (D - (s : ℂ) • (1 : Matrix n n ℂ)) := by
  ext i j
  rcases i with ⟨⟩ | i <;> rcases j with ⟨⟩ | j <;> simp [blockH, Matrix.one_apply]
```

Take $s=a-\delta$. The corner becomes $\delta$, and the outer block becomes $D-a+\delta$, which is bounded below by $g+\delta$ because $D\ge a+g$. The previous inequality with $\alpha=\delta$ and $\kappa=g+\delta$ then shows that

$$H\ge a-\delta\quad\text{whenever}\quad \delta\ge0,\quad g+\delta\ge0,\quad \lVert b\rVert^2\le\delta(g+\delta).$$

For a real number $E$, the notation $H\ge E$ means that $H-E\cdot1$ is positive semidefinite. Every normalised state then has energy at least $E$, and no eigenvalue lies below $E$. The hypothesis `hD` is $D\ge a+g$ in this sense.

```lean
/-- If `D ≥ a + g`, then `H ≥ a - δ` for every `δ ≥ 0` with `g + δ ≥ 0` and
`‖b‖² ≤ δ (g + δ)`. -/
theorem lower_bound_of_le {a g δ : ℝ} {b : n → ℂ} {D : Matrix n n ℂ}
    (hD : (D - ((a + g : ℝ) : ℂ) • (1 : Matrix n n ℂ)).PosSemidef)
    (hδ : 0 ≤ δ) (hgδ : 0 ≤ g + δ) (hb : sqNorm b ≤ δ * (g + δ)) :
    (blockH a b D - ((a - δ : ℝ) : ℂ) • 1).PosSemidef := by
  rw [blockH_sub, sub_sub_cancel]
  refine posSemidef_of_coupling_le hδ hgδ hb ?_
  convert hD using 1
  push_cast
  module
```

## The second-order bound

Choose $\delta=\lVert b\rVert^2/g$ with $g>0$. Then

$$\delta(g+\delta)=\lVert b\rVert^2+\delta^2\ge\lVert b\rVert^2,$$

so the condition on the coupling holds, and $H\ge a-\lVert b\rVert^2/g$. The theorem takes two hypotheses: `hg`, that the gap is positive, and `hD`, that the outer block lies above the reference energy by at least this gap. The second is a physical input that has to be established for the system at hand.

The bound concerns the finite matrix $H$. Carrying it over to the full Hamiltonian of an atom or molecule needs a separate argument, since enlarging the basis can lower the lowest energy further.

```lean
/-- Second-order bound: if the outer block lies above the reference energy by a gap `g > 0`,
that is `D ≥ a + g`, then `H ≥ a - ‖b‖²/g`. -/
theorem second_order_lower_bound {a g : ℝ} {b : n → ℂ} {D : Matrix n n ℂ} (hg : 0 < g)
    (hD : (D - ((a + g : ℝ) : ℂ) • (1 : Matrix n n ℂ)).PosSemidef) :
    (blockH a b D - ((a - sqNorm b / g : ℝ) : ℂ) • 1).PosSemidef := by
  have hB : 0 ≤ sqNorm b := Finset.sum_nonneg fun i _ => sq_nonneg _
  have hδ : 0 ≤ sqNorm b / g := div_nonneg hB hg.le
  refine lower_bound_of_le hD hδ (by linarith) ?_
  have h : sqNorm b / g * g = sqNorm b := div_mul_cancel₀ _ hg.ne'
  nlinarith [sq_nonneg (sqNorm b / g)]
```

## The two-level bound for a gap of either sign

The choice above leaves the slack $\delta^2$. Solving $\delta(g+\delta)=\lVert b\rVert^2$ for its larger root removes it:

$$\delta=\frac{\sqrt{g^2+4\lVert b\rVert^2}-g}{2},\qquad g+\delta=\frac{\sqrt{g^2+4\lVert b\rVert^2}+g}{2}.$$

Both numbers are non-negative because $|g|\le\sqrt{g^2+4\lVert b\rVert^2}$, and their product is $\lVert b\rVert^2$. This $a-\delta$ is the lower eigenvalue of a two-level system with energies $a$ and $a+g$ and coupling strength $\lVert b\rVert$. The sign of $g$ is free, so the bound also applies when outer levels lie at or below the reference energy.

```lean
/-- Two-level bound: if `D ≥ a + g` with `g` real of either sign, then
`H ≥ a - (√(g² + 4‖b‖²) - g)/2`. -/
theorem two_level_lower_bound {a g : ℝ} {b : n → ℂ} {D : Matrix n n ℂ}
    (hD : (D - ((a + g : ℝ) : ℂ) • (1 : Matrix n n ℂ)).PosSemidef) :
    (blockH a b D - ((a - (√(g ^ 2 + 4 * sqNorm b) - g) / 2 : ℝ) : ℂ) • 1).PosSemidef := by
  have hB : 0 ≤ sqNorm b := Finset.sum_nonneg fun i _ => sq_nonneg _
  have hs := Real.sq_sqrt (show 0 ≤ g ^ 2 + 4 * sqNorm b by positivity)
  have hg := abs_le.1 (Real.abs_le_sqrt (show g ^ 2 ≤ g ^ 2 + 4 * sqNorm b by linarith))
  exact lower_bound_of_le hD (by linarith [hg.2]) (by linarith [hg.1]) (by nlinarith)
```

## Degenerate outer states show how sharp the bound is

Let all outer states be degenerate and uncoupled among themselves, $D=(a+g)\cdot1$ with $g>0$, and let $\delta\ge0$. The condition $\lVert b\rVert^2\le\delta(g+\delta)$ is then necessary as well as sufficient. To see this, put $k=g+\delta>0$ and take the unnormalised vector $x=(k,-b)$. The shifted Hamiltonian has corner $\delta$ and outer block $k\cdot1$, so

$$x^\dagger\bigl(H-(a-\delta)\bigr)x=\delta k^2-2k\lVert b\rVert^2+k\lVert b\rVert^2=k\bigl(\delta k-\lVert b\rVert^2\bigr).$$

If $H\ge a-\delta$, this is non-negative, and dividing by $k$ gives the condition. The energy of the normalised state is

$$a-\delta+\frac{k(\delta k-\lVert b\rVert^2)}{k^2+\lVert b\rVert^2}.$$

In Lean, `h0` is the positivity statement for this vector and `h1` its factorised form. The converse direction is the general bound, with a gap hypothesis that reduces to the zero matrix being positive semidefinite.

```lean
/-- For a degenerate outer block `D = a + g` with `g > 0`, and for `δ ≥ 0`, the bound
`H ≥ a - δ` holds exactly when `‖b‖² ≤ δ (g + δ)`. -/
theorem degenerate_bound_iff {a g δ : ℝ} (b : n → ℂ) (hg : 0 < g) (hδ : 0 ≤ δ) :
    (blockH a b (((a + g : ℝ) : ℂ) • 1) - ((a - δ : ℝ) : ℂ) • 1).PosSemidef ↔
      sqNorm b ≤ δ * (g + δ) := by
  have hk : 0 < g + δ := by linarith
  refine ⟨fun h => ?_, fun hb => lower_bound_of_le ?_ hδ hk.le hb⟩
  · -- test positivity on the vector `(g + δ, -b)`
    have h0 := h.dotProduct_mulVec_nonneg (trial ((g + δ : ℝ) : ℂ) (-b))
    have e : ((a + g : ℝ) : ℂ) • (1 : Matrix n n ℂ) - ((a - δ : ℝ) : ℂ) • 1 =
        ((g + δ : ℝ) : ℂ) • 1 := by
      push_cast
      module
    have hn : sqNorm (-b) = sqNorm b := by simp [sqNorm]
    have hre : (star ((g + δ : ℝ) : ℂ) * -(sqNorm b : ℂ)).re = -((g + δ) * sqNorm b) := by
      have hs : star ((g + δ : ℝ) : ℂ) = ((g + δ : ℝ) : ℂ) := Complex.conj_ofReal _
      rw [hs, ← Complex.ofReal_neg, ← Complex.ofReal_mul, Complex.ofReal_re]
      ring
    rw [blockH_sub, expectation, e, Matrix.smul_mulVec, Matrix.one_mulVec, dotProduct_smul,
      star_dotProduct_self, hn, dotProduct_neg, star_dotProduct_self, hre, Complex.norm_real,
      Real.norm_eq_abs, sq_abs, smul_eq_mul, ← Complex.ofReal_mul, ← Complex.ofReal_add,
      Complex.zero_le_real] at h0
    have h1 : 0 ≤ (g + δ) * (δ * (g + δ) - sqNorm b) := by linarith
    exact sub_nonneg.1 ((mul_nonneg_iff_of_pos_left hk).1 h1)
  · rw [sub_self]
    exact Matrix.PosSemidef.zero
```

Finally, fix $a$ and $g>0$, take a single outer state, and let $k$ now denote a coefficient $k\ge0$ for which $H\ge a-k\lVert b\rVert^2$ holds at every coupling. Writing $B=\lVert b\rVert^2$ and using the equivalence with $\delta=kB$,

$$B\le kB(g+kB)\quad\text{for every } B>0,\qquad\text{hence}\qquad 1\le kg+k^2B .$$

Letting $B\to0$ gives $k\ge1/g$. The coefficient in the second-order bound is therefore the smallest that serves all couplings.

The Lean proof replaces the limit by one explicit weak coupling. If $kg<1$, it takes $b=\sqrt B$ with $B(k^2+1)=1-kg$. The inequality $B(1-kg)\le k^2B^2$ then becomes $B^2(k^2+1)\le k^2B^2$, so $B^2\le0$, which contradicts $B>0$.

```lean
/-- With one outer state at gap `g > 0`, a coefficient `k ≥ 0` for which `H ≥ a - k‖b‖²` holds
at every coupling `b` is at least `1/g`. -/
theorem second_order_coefficient_optimal {a g k : ℝ} (hg : 0 < g) (hk : 0 ≤ k)
    (h : ∀ b : Unit → ℂ, (blockH a b (((a + g : ℝ) : ℂ) • 1) -
      ((a - k * sqNorm b : ℝ) : ℂ) • 1).PosSemidef) : 1 / g ≤ k := by
  by_contra hlt
  have hkg : k * g < 1 := (lt_div_iff₀ hg).1 (not_le.1 hlt)
  -- a coupling weak enough to violate the bound
  obtain ⟨B, hB, e⟩ : ∃ B : ℝ, 0 < B ∧ B * (k ^ 2 + 1) = 1 - k * g :=
    ⟨(1 - k * g) / (k ^ 2 + 1), div_pos (by linarith) (by positivity),
      div_mul_cancel₀ _ (by positivity)⟩
  have hn : sqNorm (fun _ : Unit => ((√B : ℝ) : ℂ)) = B := by
    simp [sqNorm, Real.sq_sqrt hB.le]
  have h1 := h (fun _ => ((√B : ℝ) : ℂ))
  rw [hn] at h1
  have h2 := (degenerate_bound_iff _ hg (mul_nonneg hk hB.le)).1 h1
  rw [hn] at h2
  have h3 : B ^ 2 ≤ 0 := by linear_combination h2 + B * e
  exact absurd h3 (not_le_of_gt (pow_pos hB 2))

end

end SecondOrderLowering
```

```lean
#print axioms SecondOrderLowering.second_order_lower_bound
#print axioms SecondOrderLowering.two_level_lower_bound
#print axioms SecondOrderLowering.second_order_coefficient_optimal
```

```
'SecondOrderLowering.second_order_lower_bound' depends on axioms: [propext, Classical.choice, Quot.sound]
'SecondOrderLowering.two_level_lower_bound' depends on axioms: [propext, Classical.choice, Quot.sound]
'SecondOrderLowering.second_order_coefficient_optimal' depends on axioms: [propext, Classical.choice, Quot.sound]
```
